# Equation of motion for a particle's reduced radius in diffusion-limited growth, when the cube of the critical radius is proportional to time

A particle of radius r obeys the diffusion-limited growth law r² r′ = K(r/c − 1) at one time t > 0, where c is the critical radius. The cube of the critical radius is assumed, not derived, to be c³ = Rs at every time s > 0, with R > 0. The lemma states that the reduced radius u = r/c then satisfies (u³)′ = (g(u − 1) − u³)/t at time t, where gR = 3K. The proof replaces u³ near t by r³/(Rs), differentiates that by the quotient rule, and inserts the growth law.

Lean 4 with Mathlib refuses this proof:

```lean
import Mathlib

open Set Filter Topology

namespace ReducedRadiusEquation

noncomputable section

/-- The diffusion-limited growth law `r² r' = K (r/c - 1)` at time `t`, for a particle of
radius `r` and a critical radius `c` that is nonzero at `t`. -/
def GrowthLaw (K : ℝ) (r c : ℝ → ℝ) (t : ℝ) : Prop :=
  ∃ r' : ℝ, HasDerivAt r r' t ∧ r t ^ 2 * r' = K * (r t / c t - 1)

/-- The right side `g (u - 1) - u³` of the equation of motion for the reduced radius `u`. -/
def drift (g u : ℝ) : ℝ := g * (u - 1) - u ^ 3

/-- If a particle obeys the growth law at time `t > 0` and the critical radius obeys
`c³ = R s` at all times `s > 0`, with `R > 0`, then the reduced radius `u = r/c` satisfies
`(u³)' = (g (u - 1) - u³) / t` at time `t`, where `g R = 3 K`. -/
theorem reduced_radius_equation {K R g t : ℝ} {r c : ℝ → ℝ} (hR : 0 < R) (ht : 0 < t)
    (hg : g * R = 3 * K) (hc : ∀ s, 0 < s → c s ^ 3 = R * s) (h : GrowthLaw K r c t) :
    HasDerivAt (fun s => (r s / c s) ^ 3) (drift g (r t / c t) / t) t := by
  obtain ⟨r', hr, hlaw⟩ := h
  have hRt : R * t ≠ 0 := (mul_pos hR ht).ne'
  have hg' : g = 3 * K / R := eq_div_of_mul_eq hR.ne' hg
  -- near `t` the cube of the reduced radius is `r³ / (R s)`
  have heq : (fun s => (r s / c s) ^ 3) =ᶠ[𝓝 t] fun s => r s ^ 3 / (R * s) := by
    filter_upwards [Ioi_mem_nhds ht] with s hs
    rw [div_pow, hc s hs]
  have hu : (r t / c t) ^ 3 = r t ^ 3 / (R * t) := by rw [div_pow, hc t ht]
  have hq : HasDerivAt (fun s => r s ^ 3 / (R * s))
      ((3 * r t ^ 2 * r' * (R * t) - r t ^ 3 * R) / (R * t) ^ 2) t := by
    convert (hr.fun_pow 3).fun_div ((hasDerivAt_id' t).const_mul R) hRt using 1
    norm_num
  refine (hq.congr_of_eventuallyEq heq).congr_deriv ?_
  rw [drift, hu, hg']
  -- insert the growth law
  generalize r t / c t = u at hlaw ⊢
  calc (3 * r t ^ 2 * r' * (R * t) - r t ^ 3 * R) / (R * t) ^ 2
      = (3 * (r t ^ 2 * r') / R - r t ^ 3 / (R * t)) / t := by field_simp
    _ = (3 * K / R * (u - 1) - r t ^ 3 / (R * t)) / t := by rw [hlaw]; ring

end

end ReducedRadiusEquation
```

The compiler's answer:

```
Main.lean:32:70: error: unsolved goals
case e'_4
K R g t : ℝ
r c : ℝ → ℝ
hR : 0 < R
ht : 0 < t
hg : g * R = 3 * K
hc : ∀ (s : ℝ), 0 < s → c s ^ 3 = R * s
r' : ℝ
hr : HasDerivAt r r' t
hlaw : r t ^ 2 * r' = K * (r t / c t - 1)
hRt : R * t ≠ 0
hg' : g = 3 * K / R
heq : (fun s => (r s / c s) ^ 3) =ᶠ[𝓝 t] fun s => r s ^ 3 / (R * s)
hu : (r t / c t) ^ 3 = r t ^ 3 / (R * t)
⊢ Real.instAddCommGroup = DenselyNormedField.toNontriviallyNormedField.toDivisionRing.toAddCommGroup

case e'_5
K R g t : ℝ
r c : ℝ → ℝ
hR : 0 < R
ht : 0 < t
hg : g * R = 3 * K
hc : ∀ (s : ℝ), 0 < s → c s ^ 3 = R * s
r' : ℝ
hr : HasDerivAt r r' t
hlaw : r t ^ 2 * r' = K * (r t / c t - 1)
hRt : R * t ≠ 0
hg' : g = 3 * K / R
heq : (fun s => (r s / c s) ^ 3) =ᶠ[𝓝 t] fun s => r s ^ 3 / (R * s)
hu : (r t / c t) ^ 3 = r t ^ 3 / (R * t)
e_4✝ : Real.instAddCommGroup = DenselyNormedField.toNontriviallyNormedField.toDivisionRing.toAddCommGroup
⊢ Semiring.toModule = (NormedAlgebra.toNormedSpace ℝ).toModule

case e'_9
K R g t : ℝ
r c : ℝ → ℝ
hR : 0 < R
ht : 0 < t
hg : g * R = 3 * K
hc : ∀ (s : ℝ), 0 < s → c s ^ 3 = R * s
r' : ℝ
hr : HasDerivAt r r' t
hlaw : r t ^ 2 * r' = K * (r t / c t - 1)
hRt : R * t ≠ 0
hg' : g = 3 * K / R
heq : (fun s => (r s / c s) ^ 3) =ᶠ[𝓝 t] fun s => r s ^ 3 / (R * s)
hu : (r t / c t) ^ 3 = r t ^ 3 / (R * t)
⊢ (3 * r t ^ 2 * r' * (R * t) - r t ^ 3 * R) / (R * t) ^ 2 =
    (↑3 * r t ^ (3 - 1) * r' * (R * t) - r t ^ 3 * (R * 1)) / (R * t) ^ 2
```

The error is in the proof of `hq`, the derivative of r³/(Rs). The quotient rule `fun_div` gives the right derivative, but its `HasDerivAt` statement takes the additive group and module structures of ℝ from ℝ as a normed field, while the stated `hq` has `Real.instAddCommGroup` and `Semiring.toModule`. These agree by definition, but `convert ... using 1` did not see through the difference and left two equations between structures as goals, ahead of the equation between the two derivative values. `norm_num` works only on the first goal it is given, so it never reached that last equation, where `3 - 1` and `R * 1` still stand unsimplified.

The repair uses `congr_deriv`, which changes only the value of the derivative. `refine` has to match the rest of the statement, and in doing so it accepts the two sets of structures as equal by definition. The one goal left is the equation between the derivative values, which `norm_num` proves.

The repair, with which the file compiles:

```diff
@@ -31,5 +31,5 @@
   have hq : HasDerivAt (fun s => r s ^ 3 / (R * s))
       ((3 * r t ^ 2 * r' * (R * t) - r t ^ 3 * R) / (R * t) ^ 2) t := by
-    convert (hr.fun_pow 3).fun_div ((hasDerivAt_id' t).const_mul R) hRt using 1
+    refine ((hr.fun_pow 3).fun_div ((hasDerivAt_id' t).const_mul R) hRt).congr_deriv ?_
     norm_num
   refine (hq.congr_of_eventuallyEq heq).congr_deriv ?_
```
